# The linearized quasiparticle energy errs by at most $ZM(E-e)^2/2$ when the self-energy slope at $e$ is non-positive and the curvature is bounded by $M$

Q: You describe the self-energy by a real function $S$ of one real frequency. In $G_0W_0$ it is a complex, frequency-dependent operator. What is left of it?

A: One diagonal matrix element. For a chosen orbital with mean-field energy $e$, $S(\omega)$ is the real part of the expectation value of the self-energy at frequency $\omega$ minus the exchange-correlation potential. Off-diagonal elements and lifetimes are left out. A quasiparticle energy is then any real $E$ with $E = e + S(E)$.

In Lean 4 with Mathlib:

```lean
import Mathlib

open Finset

namespace GWLinearization

noncomputable section

/-- The quasiparticle equation `E = e + S(E)`, with mean-field energy `e` and self-energy
correction `S`. -/
def IsQuasiparticleEnergy (S : ℝ → ℝ) (e E : ℝ) : Prop := E = e + S E
```

Q: That equation can have several solutions. Which one do you mean?

A: Whichever one you supply. `IsQuasiparticleEnergy S e E` says only that $E$ solves the equation, so existence is assumed and uniqueness is not needed. What does matter is that $S$ behaves well all the way from $e$ to your $E$.

Q: And the linearized energy? People write $e + Z S(e)$, but I want to see that it comes from the equation and was not just put in.

A: Replace $S$ by its tangent at $e$. The equation becomes $\omega = e + S(e) + S'(e)(\omega - e)$, that is, $(1 - S'(e))(\omega - e) = S(e)$. If $S'(e) \neq 1$, set $Z = 1/(1 - S'(e))$ and multiply by it: $\omega = e + Z S(e)$. In the code `renorm` is $Z$ as a function of the slope, and `linearizedEnergy` is $e + Z S(e)$. The argument `S'` is at first just another function; later hypotheses make it the derivative.

```lean
/-- The renormalization factor `Z = 1 / (1 - s)` for a self-energy slope `s ≠ 1`. -/
def renorm (s : ℝ) : ℝ := 1 / (1 - s)

/-- The linearized quasiparticle energy `e + Z S(e)`, where `S'` is the slope of `S` and
`S'(e) ≠ 1`. -/
def linearizedEnergy (S S' : ℝ → ℝ) (e : ℝ) : ℝ := e + renorm (S' e) * S e

/-- For a slope `s ≠ 1` the factor `Z` is the inverse of `1 - s`. -/
theorem renorm_mul {s : ℝ} (hs : s ≠ 1) : renorm s * (1 - s) = 1 :=
  one_div_mul_cancel (sub_ne_zero.2 hs.symm)
```

Q: You also need $0 < Z \le 1$ if $Z$ is to be read as a quasiparticle weight.

A: That follows from $S'(e) \le 0$: then $1 - S'(e) \ge 1$, and its reciprocal lies in $(0, 1]$. The slope condition says that the self-energy has no upward slope at $e$, as is the case between the poles of a discrete spectrum with non-negative weights. In the general theorem it is a hypothesis; for the pole model below it is derived.

```lean
/-- If the self-energy slope is not positive, then `0 < Z ≤ 1`. -/
theorem renorm_bounds {s : ℝ} (hs : s ≤ 0) : 0 < renorm s ∧ renorm s ≤ 1 := by
  have h : 0 < 1 - s := by linarith
  refine ⟨one_div_pos.2 h, ?_⟩
  unfold renorm
  rw [div_le_one h]
  linarith
```

The tangent equation is next, as an equivalence, so the linearized energy is its only root. Each direction is one `linear_combination`, which checks that the goal is the stated combination of known equations. The coefficient `renorm (S' e)` is the multiplication by $Z$.

```lean
/-- If `S'(e) ≠ 1`, the quasiparticle equation with `S` replaced by its first-order expansion
at `e` has the linearized energy as its only solution. -/
theorem linearized_equation_iff (S S' : ℝ → ℝ) (e ω : ℝ) (hs : S' e ≠ 1) :
    ω = e + (S e + S' e * (ω - e)) ↔ ω = linearizedEnergy S S' e := by
  have hZ := renorm_mul hs
  unfold linearizedEnergy
  constructor
  · intro h
    linear_combination renorm (S' e) * h - (ω - e) * hZ
  · intro h
    linear_combination (1 - S' e) * h + S e * hZ
```

Q: Now the error. You need a Taylor remainder, and $E$ may lie above or below $e$.

A: Hence the unordered segment `Set.uIcc e E`, and `Set.Ioo (min e E) (max e E)` for its interior. For $e \neq E$, define $K$ by
$$S(E) - S(e) - S'(e)(E - e) = K (E - e)^2,$$
and consider
$$g(t) = S(t) + S'(t)(E - t) + K(E - t)^2.$$
Then $g(E) = S(E)$, and $g(e) = S(E)$ by the choice of $K$. Differentiating, the two $S'(t)$ terms cancel:
$$g'(t) = S'(t) + S''(t)(E - t) - S'(t) - 2K(E - t) = (S''(t) - 2K)(E - t).$$
Rolle's theorem gives $\xi$ strictly between $e$ and $E$ with $g'(\xi) = 0$. Since $\xi \neq E$, we get $K = S''(\xi)/2$, so
$$S(E) = S(e) + S'(e)(E - e) + \tfrac12 S''(\xi)(E - e)^2.$$

In the proof, `hg` is the derivative of $g$, `hend` the equality at the ends for both orderings, and `hξE` the fact that $\xi \neq E$.

```lean
/-- Second-order expansion of a twice differentiable self-energy between two distinct energies,
with the curvature taken at a point strictly between them. -/
theorem taylor_second_order {S S' S'' : ℝ → ℝ} {e E : ℝ} (hne : e ≠ E)
    (h1 : ∀ ω ∈ Set.uIcc e E, HasDerivAt S (S' ω) ω)
    (h2 : ∀ ω ∈ Set.uIcc e E, HasDerivAt S' (S'' ω) ω) :
    ∃ ξ ∈ Set.Ioo (min e E) (max e E),
      S E = S e + S' e * (E - e) + S'' ξ * (E - e) ^ 2 / 2 := by
  have hd : E - e ≠ 0 := sub_ne_zero.2 hne.symm
  obtain ⟨K, hK⟩ : ∃ K, S E - S e - S' e * (E - e) = K * (E - e) ^ 2 :=
    ⟨(S E - S e - S' e * (E - e)) / (E - e) ^ 2, (div_mul_cancel₀ _ (pow_ne_zero 2 hd)).symm⟩
  -- the auxiliary function takes equal values at both ends, so Rolle's theorem applies
  let g : ℝ → ℝ := fun t => S t + S' t * (E - t) + K * ((E - t) * (E - t))
  have hg : ∀ t ∈ Set.uIcc e E, HasDerivAt g ((S'' t - 2 * K) * (E - t)) t := by
    intro t ht
    have hl : HasDerivAt (fun t : ℝ => E - t) (-1) t := (hasDerivAt_id' t).const_sub E
    exact (((h1 t ht).fun_add ((h2 t ht).fun_mul hl)).fun_add
      ((hl.fun_mul hl).const_mul K)).congr_deriv (by ring)
  have hend : g (min e E) = g (max e E) := by
    rcases le_total e E with h | h
    · simp only [g, min_eq_left h, max_eq_right h]
      linear_combination -hK
    · simp only [g, min_eq_right h, max_eq_left h]
      linear_combination hK
  obtain ⟨ξ, hξ, h0⟩ := exists_hasDerivAt_eq_zero (f := g)
    (f' := fun t => (S'' t - 2 * K) * (E - t)) (min_lt_max.2 hne)
    (fun t ht => (hg t ht).continuousAt.continuousWithinAt) hend
    (fun t ht => hg t (Set.Ioo_subset_Icc_self ht))
  have hξE : E - ξ ≠ 0 := by
    intro h
    rcases le_total e E with h' | h'
    · rw [max_eq_right h'] at hξ
      linarith [hξ.2]
    · rw [min_eq_right h'] at hξ
      linarith [hξ.1]
  have hc : S'' ξ - 2 * K = 0 := (mul_eq_zero.1 h0).resolve_right hξE
  exact ⟨ξ, hξ, by linear_combination hK - (E - e) ^ 2 / 2 * hc⟩
```

Q: How much smoothness does this demand?

A: The hypotheses `h1` and `h2` say that `S'` is the derivative of `S`, and `S''` that of `S'`, at every point of the closed segment. At the endpoints these are two-sided derivatives. Continuity of $S''$ is not required. A pole on the segment is excluded.

Q: Then insert the quasiparticle equation.

A: Since $E - e = S(E)$, the expansion becomes
$$(1 - S'(e))(E - e) = S(e) + \tfrac12 S''(\xi)(E - e)^2.$$
Multiplying by $Z$ gives
$$E - \bigl(e + Z S(e)\bigr) = \tfrac12 Z S''(\xi)(E - e)^2.$$
The line `key` is the first of these equations, and the last `linear_combination` does the multiplication.

```lean
/-- Let `E ≠ e` solve the quasiparticle equation, with `S` twice differentiable from `e` to `E`
and `S'(e) ≤ 0`. Then `0 < Z ≤ 1`, and the linearization error is `Z S''(ξ) (E - e)² / 2` for
some `ξ` strictly between `e` and `E`. -/
theorem linearization_error {S S' S'' : ℝ → ℝ} {e E : ℝ} (hne : e ≠ E)
    (h1 : ∀ ω ∈ Set.uIcc e E, HasDerivAt S (S' ω) ω)
    (h2 : ∀ ω ∈ Set.uIcc e E, HasDerivAt S' (S'' ω) ω)
    (hs : S' e ≤ 0) (hE : IsQuasiparticleEnergy S e E) :
    (0 < renorm (S' e) ∧ renorm (S' e) ≤ 1) ∧
    ∃ ξ ∈ Set.Ioo (min e E) (max e E),
      E - linearizedEnergy S S' e = renorm (S' e) * S'' ξ * (E - e) ^ 2 / 2 := by
  refine ⟨renorm_bounds hs, ?_⟩
  obtain ⟨ξ, hξ, hT⟩ := taylor_second_order hne h1 h2
  have hZ := renorm_mul (s := S' e) (by linarith)
  unfold IsQuasiparticleEnergy at hE
  -- insert the expansion into the quasiparticle equation, then multiply by Z
  have key : (1 - S' e) * (E - e) = S e + S'' ξ * (E - e) ^ 2 / 2 := by
    linear_combination hE + hT
  refine ⟨ξ, hξ, ?_⟩
  unfold linearizedEnergy
  linear_combination renorm (S' e) * key - (E - e) * hZ
```

Q: So if the curvature keeps one sign between $e$ and $E$, that sign decides whether linearization lands too low or too high. And the bound?

A: If $|S''| \le M$ strictly between $e$ and $E$, take absolute values; $Z$ and $(E - e)^2$ are non-negative. The bound also covers $E = e$: then $S(e) = 0$, and both sides vanish. The proof treats that case first.

```lean
/-- Let `E` solve the quasiparticle equation, with `S` twice differentiable from `e` to `E` and
`S'(e) ≤ 0`. If `|S''| ≤ M` between them, the linearization error is at most
`Z M (E - e)² / 2`. -/
theorem linearization_error_bound {S S' S'' : ℝ → ℝ} {e E M : ℝ}
    (h1 : ∀ ω ∈ Set.uIcc e E, HasDerivAt S (S' ω) ω)
    (h2 : ∀ ω ∈ Set.uIcc e E, HasDerivAt S' (S'' ω) ω)
    (hs : S' e ≤ 0) (hE : IsQuasiparticleEnergy S e E)
    (hM : ∀ ω ∈ Set.Ioo (min e E) (max e E), |S'' ω| ≤ M) :
    |E - linearizedEnergy S S' e| ≤ renorm (S' e) * M * (E - e) ^ 2 / 2 := by
  rcases eq_or_ne e E with h | hne
  · unfold IsQuasiparticleEnergy at hE
    rw [← h] at hE ⊢
    have h0 : S e = 0 := by linarith
    simp [linearizedEnergy, h0]
  · obtain ⟨⟨hZ, -⟩, ξ, hξ, herr⟩ := linearization_error hne h1 h2 hs hE
    have hP : 0 ≤ renorm (S' e) * (E - e) ^ 2 / 2 := by positivity
    rw [herr, show renorm (S' e) * S'' ξ * (E - e) ^ 2 / 2
      = renorm (S' e) * (E - e) ^ 2 / 2 * S'' ξ by ring, abs_mul, abs_of_nonneg hP]
    calc _ ≤ renorm (S' e) * (E - e) ^ 2 / 2 * M := mul_le_mul_of_nonneg_left (hM ξ hξ) hP
      _ = _ := by ring
```

Q: The right-hand side contains $E$, which is what I was trying not to compute.

A: Yes. It compares the linearized energy with a full solution through the size of the true shift, and $M$ must hold up to that solution. For $G_0W_0$ practice, within this diagonal, real-frequency model, it says that linearization is good when the shift is small on the scale over which the self-energy bends.

Q: Could a cleverer estimate replace the factor $\tfrac12$ by a smaller constant?

A: Not with these hypotheses alone. Take a self-energy quadratic in frequency, with slope $s \le 0$ at $e$ and constant curvature $M \ge 0$, and choose
$$S(e) = (1 - s)(E - e) - \tfrac12 M (E - e)^2.$$
Then $S(E) = E - e$, so $E$ is a quasiparticle energy. With $Z = 1/(1 - s)$ we find $Z S(e) = (E - e) - \tfrac12 Z M (E - e)^2$, and the error is exactly $\tfrac12 Z M (E - e)^2$.

```lean
/-- A self-energy quadratic in frequency, with slope `s` at `e` and constant curvature `M`; its
constant term, the value at `e`, is fixed by `e`, `E`, `s` and `M`. -/
def quadraticSelfEnergy (e E s M ω : ℝ) : ℝ :=
  ((1 - s) * (E - e) - M * (E - e) ^ 2 / 2) + s * (ω - e) + M * (ω - e) ^ 2 / 2
```

The theorem has three parts: the slope is $s + M(\omega - e)$, the equation holds at $E$, and the error equals the bound. This quadratic is a test function, not a model of screening.

```lean
/-- The error bound is sharp: for any `e`, `E`, slope `s ≤ 0` and curvature `M ≥ 0`, the quadratic
self-energy has `E` as a quasiparticle energy and its linearization error equals
`Z M (E - e)² / 2`. -/
theorem error_bound_sharp (e E : ℝ) {s M : ℝ} (hs : s ≤ 0) (hM : 0 ≤ M) :
    (∀ ω, HasDerivAt (quadraticSelfEnergy e E s M) (s + M * (ω - e)) ω) ∧
    IsQuasiparticleEnergy (quadraticSelfEnergy e E s M) e E ∧
    |E - linearizedEnergy (quadraticSelfEnergy e E s M) (fun ω => s + M * (ω - e)) e|
      = renorm s * M * (E - e) ^ 2 / 2 := by
  refine ⟨fun ω => ?_, ?_, ?_⟩
  · have hl : HasDerivAt (fun x : ℝ => x - e) 1 ω := (hasDerivAt_id' ω).sub_const e
    have hq : HasDerivAt (fun x : ℝ => (x - e) ^ 2) (2 * (ω - e)) ω :=
      (hl.fun_pow 2).congr_deriv (by norm_num)
    exact (((hl.const_mul s).const_add ((1 - s) * (E - e) - M * (E - e) ^ 2 / 2)).fun_add
      ((hq.const_mul M).div_const 2)).congr_deriv (by ring)
  · unfold IsQuasiparticleEnergy quadraticSelfEnergy
    ring
  · have hZ := renorm_mul (s := s) (by linarith)
    have hZ0 := (renorm_bounds hs).1
    have hlin : E - linearizedEnergy (quadraticSelfEnergy e E s M)
        (fun ω => s + M * (ω - e)) e = renorm s * M * (E - e) ^ 2 / 2 := by
      simp only [linearizedEnergy, quadraticSelfEnergy, sub_self, mul_zero, add_zero]
      linear_combination -(E - e) * hZ
    rw [hlin, abs_of_nonneg (by positivity)]
```

Q: I don't know $M$ for a molecule. I do know something about poles.

A: Then use
$$S(\omega) = c + \sum_k \frac{w_k}{\omega - p_k},$$
with finitely many real poles $p_k$, weights $w_k$ and a static part $c$, which holds exchange minus the exchange-correlation potential. The sum over poles is the discrete form of the correlation self-energy in a finite basis without broadening. The weights stand for squared coupling amplitudes, hence the condition $w_k \ge 0$ in the final theorem. Away from the poles,
$$S'(\omega) = -\sum_k \frac{w_k}{(\omega - p_k)^2}, \qquad S''(\omega) = \sum_k \frac{2 w_k}{(\omega - p_k)^3}.$$

```lean
variable {ι : Type*} [Fintype ι]

/-- A self-energy with static part `c` and simple poles at `p k` of weight `w k`, for frequencies
`ω` away from the poles. -/
def poleSelfEnergy (c : ℝ) (w p : ι → ℝ) (ω : ℝ) : ℝ := c + ∑ k, w k / (ω - p k)

/-- The slope formula `-∑ w k / (ω - p k)²`, for frequencies `ω` away from the poles. -/
def poleSlope (w p : ι → ℝ) (ω : ℝ) : ℝ := -∑ k, w k / (ω - p k) ^ 2

/-- The curvature formula `∑ 2 w k / (ω - p k)³`, for frequencies `ω` away from the poles. -/
def poleCurvature (w p : ι → ℝ) (ω : ℝ) : ℝ := ∑ k, 2 * w k / (ω - p k) ^ 3
```

The next lemma differentiates each term by the quotient rule and sums, so these formulas really are the derivatives.

```lean
/-- Away from its poles, the pole self-energy has the stated slope and curvature. -/
theorem pole_derivatives (c : ℝ) (w p : ι → ℝ) {ω : ℝ} (hω : ∀ k, ω - p k ≠ 0) :
    HasDerivAt (poleSelfEnergy c w p) (poleSlope w p ω) ω ∧
    HasDerivAt (poleSlope w p) (poleCurvature w p ω) ω := by
  have hl : ∀ k, HasDerivAt (fun x : ℝ => x - p k) 1 ω :=
    fun k => (hasDerivAt_id' ω).sub_const (p k)
  have ha : ∀ k, HasDerivAt (fun x : ℝ => w k / (x - p k)) (-(w k / (ω - p k) ^ 2)) ω :=
    fun k => ((hasDerivAt_const ω (w k)).fun_div (hl k) (hω k)).congr_deriv (by ring)
  have hb : ∀ k, HasDerivAt (fun x : ℝ => w k / (x - p k) ^ 2)
      (-(2 * w k / (ω - p k) ^ 3)) ω := by
    intro k
    have hk := hω k
    have hq : HasDerivAt (fun x : ℝ => (x - p k) ^ 2) (2 * (ω - p k)) ω :=
      ((hl k).fun_pow 2).congr_deriv (by norm_num)
    exact ((hasDerivAt_const ω (w k)).fun_div hq (pow_ne_zero 2 hk)).congr_deriv
      (by field_simp; ring)
  constructor
  · exact ((HasDerivAt.fun_sum (u := univ) fun k _ => ha k).const_add c).congr_deriv
      (by simp [poleSlope, sum_neg_distrib])
  · exact (HasDerivAt.fun_sum (u := univ) fun k _ => hb k).fun_neg.congr_deriv
      (by simp [poleCurvature, sum_neg_distrib])
```

Q: And the bound in those terms?

A: Suppose every pole stays at least $d > 0$ away from every point of the segment between $e$ and $E$. The slope at $e$ is a negated sum of non-negative terms, so $S'(e) \le 0$ comes for free. Each pole contributes at most $2w_k/d^3$ to $|S''|$, so we may take $M = 2\sum_k w_k/d^3$, and the error is at most
$$Z\,\frac{\sum_k w_k}{d^3}\,(E - e)^2.$$
In the proof, `hs` is the slope condition and `hM` the curvature estimate; the general bound does the rest. A solution on the far side of a pole is not covered, because `hgap` then fails.

```lean
/-- For a pole self-energy with non-negative weights whose poles all stay at least `d > 0` away
from the segment between `e` and the quasiparticle energy `E`, the linearization error is at most
`Z (∑ w k) / d³ (E - e)²`. -/
theorem pole_linearization_error {c d e E : ℝ} {w p : ι → ℝ} (hw : ∀ k, 0 ≤ w k) (hd : 0 < d)
    (hgap : ∀ k, ∀ ω ∈ Set.uIcc e E, d ≤ |ω - p k|)
    (hE : IsQuasiparticleEnergy (poleSelfEnergy c w p) e E) :
    |E - linearizedEnergy (poleSelfEnergy c w p) (poleSlope w p) e|
      ≤ renorm (poleSlope w p e) * ((∑ k, w k) / d ^ 3) * (E - e) ^ 2 := by
  have hne : ∀ ω ∈ Set.uIcc e E, ∀ k, ω - p k ≠ 0 :=
    fun ω hω k => abs_pos.1 (hd.trans_le (hgap k ω hω))
  have hs : poleSlope w p e ≤ 0 := by
    unfold poleSlope
    exact neg_nonpos.2 (sum_nonneg fun k _ => div_nonneg (hw k) (sq_nonneg _))
  -- each pole contributes at most 2 w / d³ to the curvature
  have hM : ∀ ω ∈ Set.Ioo (min e E) (max e E),
      |poleCurvature w p ω| ≤ 2 * (∑ k, w k) / d ^ 3 := by
    intro ω hω
    calc |poleCurvature w p ω| ≤ ∑ k, |2 * w k / (ω - p k) ^ 3| := abs_sum_le_sum_abs _ _
      _ ≤ ∑ k, 2 * w k / d ^ 3 := by
        refine sum_le_sum fun k _ => ?_
        have h2w : 0 ≤ 2 * w k := mul_nonneg zero_le_two (hw k)
        rw [abs_div, abs_pow, abs_of_nonneg h2w]
        exact div_le_div_of_nonneg_left h2w (pow_pos hd 3)
          (pow_le_pow_left₀ hd.le (hgap k ω (Set.Ioo_subset_Icc_self hω)) 3)
      _ = 2 * (∑ k, w k) / d ^ 3 := by rw [mul_sum, sum_div]
  calc _ ≤ renorm (poleSlope w p e) * (2 * (∑ k, w k) / d ^ 3) * (E - e) ^ 2 / 2 :=
        linearization_error_bound (fun ω hω => (pole_derivatives c w p (hne ω hω)).1)
          (fun ω hω => (pole_derivatives c w p (hne ω hω)).2) hs hE hM
    _ = _ := by ring

end

end GWLinearization
```

```lean
#print axioms GWLinearization.linearized_equation_iff
#print axioms GWLinearization.error_bound_sharp
#print axioms GWLinearization.pole_linearization_error
```

```
'GWLinearization.linearized_equation_iff' depends on axioms: [propext, Classical.choice, Quot.sound]
'GWLinearization.error_bound_sharp' depends on axioms: [propext, Classical.choice, Quot.sound]
'GWLinearization.pole_linearization_error' depends on axioms: [propext, Classical.choice, Quot.sound]
```

Q: Suppose I expand around a better guess $\omega_0$ instead of $e$.

A: The same argument, which I have carried out only by hand for this case, works if $S'(\omega_0) \neq 1$ and $S$ is twice differentiable on the closed segment from $\omega_0$ to $E$. With $Z_0 = 1/(1 - S'(\omega_0))$, the tangent equation has the root
$$\omega_1 = \omega_0 + Z_0\bigl(e + S(\omega_0) - \omega_0\bigr),$$
and for $\omega_0 \neq E$ the error is $E - \omega_1 = \tfrac12 Z_0 S''(\xi)(E - \omega_0)^2$ for some $\xi$ between $\omega_0$ and $E$. This is one Newton step for $\omega - e - S(\omega) = 0$, and the usual linearization is the step that starts at $\omega_0 = e$.
